# Two-state LCAO model of H₂⁺: at large R the gap behaves as (4/3) R exp(−R) and the parallel polarizability as (3/8) R exp(R)

All quantities are in atomic units. Two protons are clamped at distance R, and the single electron is described by two hydrogen 1s orbitals with exponent 1: a, on the nucleus at −R/2 along the bond, and b, on the nucleus at +R/2. Vectors of type `Fin 2 → ℝ` hold the coefficients of a and b, in that order.

```lean
import Mathlib

open Matrix Filter Topology

namespace HydrogenMolecularIonLCAO

noncomputable section
```

## Three integrals and three matrices

The overlap S = ⟨a|b⟩ is

S = exp(−R) (1 + R + R²/3).

```lean
/-- Overlap integral of two 1s orbitals at distance `R` (atomic units). -/
def overlap (R : ℝ) : ℝ := Real.exp (-R) * (1 + R + R ^ 2 / 3)
```

The Coulomb integral j = ⟨a|1/r_b|a⟩, where r_b is the distance of the electron from the nucleus of b, is

j = 1/R − exp(−2R) (1 + 1/R).

```lean
/-- Coulomb integral: attraction of the density of one 1s orbital to the other nucleus. -/
def coulomb (R : ℝ) : ℝ := 1 / R - Real.exp (-2 * R) * (1 + 1 / R)
```

The resonance integral k = ⟨a|1/r_b|b⟩ is

k = exp(−R) (1 + R).

```lean
/-- Resonance integral: attraction of the overlap density to one nucleus. -/
def resonance (R : ℝ) : ℝ := Real.exp (-R) * (1 + R)
```

These closed forms are the starting point: the file takes them as definitions and does not evaluate the integrals over space. Defining S, j and k as integrals of 1s functions would be another way to model the problem. It would add their evaluation to the proof, and the results below for R > 0 would stay the same. Deriving the matrix H from the Schrödinger operator would also require the eigenvalue equation of the 1s orbital, which is used below only in the prose.

The orbitals are normalised but not orthogonal, so the overlap matrix O has 1 on the diagonal and S off it.

```lean
/-- Overlap matrix of the two atomic orbitals. -/
def overlapMatrix (R : ℝ) : Matrix (Fin 2) (Fin 2) ℝ :=
  !![1, overlap R; overlap R, 1]
```

Each 1s orbital is an eigenfunction of its own atom with energy −1/2. Adding the attraction to the other nucleus and the repulsion 1/R gives

H_aa = H_bb = −1/2 + 1/R − j,
H_ab = H_ba = (−1/2 + 1/R) S − k.

```lean
/-- Hamiltonian matrix in the atomic orbitals, nuclear repulsion included. -/
def hamiltonian (R : ℝ) : Matrix (Fin 2) (Fin 2) ℝ :=
  !![-1 / 2 + 1 / R - coulomb R, (-1 / 2 + 1 / R) * overlap R - resonance R;
     (-1 / 2 + 1 / R) * overlap R - resonance R, -1 / 2 + 1 / R - coulomb R]
```

The coordinate z along the bond is measured from the midpoint. Its mean is −R/2 in a and +R/2 in b, and ⟨a|z|b⟩ = 0 by reflection symmetry. These values form the matrix X.

```lean
/-- Matrix of the coordinate along the bond, measured from the bond midpoint. -/
def positionMatrix (R : ℝ) : Matrix (Fin 2) (Fin 2) ℝ := !![-(R / 2), 0; 0, R / 2]
```

## Gerade and ungerade states

The even combination has both coefficients equal to N_g = 1/√(2(1 + S)).

```lean
/-- Coefficients of the gerade molecular orbital. -/
def gerade (R : ℝ) : Fin 2 → ℝ :=
  ![(√(2 * (1 + overlap R)))⁻¹, (√(2 * (1 + overlap R)))⁻¹]
```

The odd combination has coefficients N_u and −N_u, with N_u = 1/√(2(1 − S)).

```lean
/-- Coefficients of the ungerade molecular orbital. -/
def ungerade (R : ℝ) : Fin 2 → ℝ :=
  ![(√(2 * (1 - overlap R)))⁻¹, -(√(2 * (1 - overlap R)))⁻¹]
```

Their energies are

E_g = −1/2 + 1/R − (j + k)/(1 + S),

```lean
/-- Energy of the gerade state. -/
def energyG (R : ℝ) : ℝ := -1 / 2 + 1 / R - (coulomb R + resonance R) / (1 + overlap R)
```

E_u = −1/2 + 1/R − (j − k)/(1 − S).

```lean
/-- Energy of the ungerade state. -/
def energyU (R : ℝ) : ℝ := -1 / 2 + 1 / R - (coulomb R - resonance R) / (1 - overlap R)
```

The gap is D = E_u − E_g, in which the nuclear repulsion cancels.

```lean
/-- Excitation energy from the gerade to the ungerade state. -/
def gap (R : ℝ) : ℝ := energyU R - energyG R
```

The transition dipole d is the matrix element of z between the two states, up to the sign of the electron charge, which disappears on squaring.

```lean
/-- Matrix element of the bond coordinate between the two molecular orbitals. -/
def transitionDipole (R : ℝ) : ℝ := gerade R ⬝ᵥ (positionMatrix R *ᵥ ungerade R)
```

Second-order perturbation theory in a static field along the bond, with one excited state, gives the polarizability

α = 2d²/D.

The file takes this expression as the definition of α and does not derive it from the energy in a field.

```lean
/-- Static polarizability along the bond in the two-state model. -/
def polarizability (R : ℝ) : ℝ := 2 * transitionDipole R ^ 2 / gap R
```

So far the orbitals and energies are only formulas. To show that they solve H c = E O c, it is enough to check the two rows of the equation. The first lemma turns two scalar equations into the matrix equation.

```lean
/-- A two-component generalized eigenvalue equation follows from its two rows. -/
theorem secular_of_rows {a b c d a' b' c' d' u v E : ℝ}
    (h1 : a * u + b * v = E * (a' * u + b' * v))
    (h2 : c * u + d * v = E * (c' * u + d' * v)) :
    !![a, b; c, d] *ᵥ ![u, v] = E • (!![a', b'; c', d'] *ᵥ ![u, v]) := by
  have hm : ∀ p q r s : ℝ, !![p, q; r, s] *ᵥ ![u, v] = ![p * u + q * v, r * u + s * v] := by
    intro p q r s
    ext i
    fin_cases i <;> simp [Matrix.mulVec, dotProduct, Fin.sum_univ_two]
  rw [hm, hm, h1, h2]
  simp
```

The second lemma writes out a matrix element between two-component vectors.

```lean
/-- Matrix element of a two-by-two matrix between two real vectors, written out. -/
theorem matrix_element (a b c d x y u v : ℝ) :
    ![x, y] ⬝ᵥ (!![a, b; c, d] *ᵥ ![u, v]) = x * (a * u + b * v) + y * (c * u + d * v) := by
  simp [Matrix.mulVec, dotProduct, Fin.sum_univ_two]
```

The normalisation of the odd state needs S < 1. For R > 0,

exp(R) ≥ 1 + R + R²/2 > 1 + R + R²/3,

and multiplication by exp(−R) gives 1 > S. Positivity of S is visible from its formula.

```lean
/-- At every positive distance the overlap lies strictly between 0 and 1. -/
theorem overlap_bounds {R : ℝ} (hR : 0 < R) : 0 < overlap R ∧ overlap R < 1 := by
  refine ⟨by unfold overlap; positivity, ?_⟩
  have hq := Real.quadratic_le_exp_of_nonneg hR.le
  have hlt : 1 + R + R ^ 2 / 3 < Real.exp R := by nlinarith [pow_pos hR 2]
  have h1 : Real.exp (-R) * Real.exp R = 1 := by
    rw [← Real.exp_add, neg_add_cancel, Real.exp_zero]
  have h2 := mul_lt_mul_of_pos_left hlt (Real.exp_pos (-R))
  unfold overlap
  linarith
```

For the even state, each row of the secular equation reduces, after removal of the common factor N_g, to

H_aa + H_ab = (−1/2 + 1/R)(1 + S) − (j + k) = E_g (1 + S).

For the odd state the first row reduces to

H_aa − H_ab = (−1/2 + 1/R)(1 − S) − (j − k) = E_u (1 − S),

and the second row is its negative. In Lean, `kg` and `ku` cancel the denominators 1 + S and 1 − S, and `linear_combination` restores the normalisation factor.

```lean
/-- The gerade and ungerade orbitals solve the secular equation with their energies. -/
theorem orbitals_secular {R : ℝ} (hR : 0 < R) :
    hamiltonian R *ᵥ gerade R = energyG R • (overlapMatrix R *ᵥ gerade R) ∧
    hamiltonian R *ᵥ ungerade R = energyU R • (overlapMatrix R *ᵥ ungerade R) := by
  obtain ⟨h0, h1⟩ := overlap_bounds hR
  have kg := div_mul_cancel₀ (coulomb R + resonance R) (show 1 + overlap R ≠ 0 by linarith)
  have ku := div_mul_cancel₀ (coulomb R - resonance R)
    (show 1 - overlap R ≠ 0 from (sub_pos.mpr h1).ne')
  unfold hamiltonian overlapMatrix gerade ungerade energyG energyU
  constructor
  · refine secular_of_rows ?_ ?_
    · linear_combination (√(2 * (1 + overlap R)))⁻¹ * kg
    · linear_combination (√(2 * (1 + overlap R)))⁻¹ * kg
  · refine secular_of_rows ?_ ?_
    · linear_combination (√(2 * (1 - overlap R)))⁻¹ * ku
    · linear_combination -(√(2 * (1 - overlap R)))⁻¹ * ku
```

In the metric O the norms are

N_g² · 2(1 + S) = 1 and N_u² · 2(1 − S) = 1,

and the cross term is N_g N_u (1 − S + S − 1) = 0. The two states therefore span the whole two-orbital space.

```lean
/-- The two molecular orbitals are orthonormal with respect to the overlap matrix. -/
theorem orbitals_orthonormal {R : ℝ} (hR : 0 < R) :
    gerade R ⬝ᵥ (overlapMatrix R *ᵥ gerade R) = 1 ∧
    ungerade R ⬝ᵥ (overlapMatrix R *ᵥ ungerade R) = 1 ∧
    gerade R ⬝ᵥ (overlapMatrix R *ᵥ ungerade R) = 0 := by
  obtain ⟨h0, h1⟩ := overlap_bounds hR
  have hn : ∀ x : ℝ, 0 < x → (√x)⁻¹ ^ 2 * x = 1 := by
    intro x hx
    rw [inv_pow, Real.sq_sqrt hx.le]
    exact inv_mul_cancel₀ hx.ne'
  have hg := hn (2 * (1 + overlap R)) (by linarith)
  have hu := hn (2 * (1 - overlap R)) (by linarith)
  unfold gerade ungerade overlapMatrix
  rw [matrix_element, matrix_element, matrix_element]
  exact ⟨by linear_combination hg, by linear_combination hu, by ring⟩
```

## The gap and its sign

Over a common denominator,

D = (j + k)/(1 + S) − (j − k)/(1 − S)
= [(j + k)(1 − S) − (j − k)(1 + S)]/(1 − S²)
= 2(k − jS)/(1 − S²).

The hypothesis `0 < R` enters through the bounds on S, which make both denominators nonzero.

```lean
/-- The gap equals `2 (k - j S) / (1 - S²)`. -/
theorem gap_formula {R : ℝ} (hR : 0 < R) :
    gap R = 2 * (resonance R - coulomb R * overlap R) / (1 - overlap R ^ 2) := by
  obtain ⟨h0, h1⟩ := overlap_bounds hR
  have hp : 1 + overlap R ≠ 0 := by linarith
  have hm : 1 - overlap R ≠ 0 := (sub_pos.mpr h1).ne'
  have h : gap R = (coulomb R + resonance R) / (1 + overlap R)
      - (coulomb R - resonance R) / (1 - overlap R) := by
    unfold gap energyU energyG
    ring
  rw [h, show 1 - overlap R ^ 2 = (1 + overlap R) * (1 - overlap R) by ring,
    div_sub_div _ _ hp hm]
  congr 1
  ring
```

Since 1 − S² > 0, the sign of D is that of k − jS. Inserting the closed forms gives

k − jS = (exp(−R)/R) (f(R) − 1),
f(x) = exp(−2x) (1 + 2x + 4x²/3 + x³/3) + 2x²/3.

Here f(0) = 1, and

f′(x) = (x/3) [4 − exp(−2x) (4 + 5x + 2x²)].

For x > 0,

4 exp(2x) ≥ 4 + 8x + 8x² > 4 + 5x + 2x²,

so f′(x) > 0. Hence f(R) > 1 and D > 0: the even state is the ground state of the model at every positive distance. In the proof, `hd` is the derivative, `hmono` the strict growth of f on x ≥ 0, and `hk` the factorisation of k − jS.

```lean
/-- The ungerade state lies above the gerade state at every positive distance. -/
theorem gap_pos {R : ℝ} (hR : 0 < R) : 0 < gap R := by
  obtain ⟨h0, h1⟩ := overlap_bounds hR
  -- the sign of the gap is that of `f R - 1`, where `f 0 = 1`
  let f : ℝ → ℝ := fun x =>
    Real.exp (-2 * x) * (1 + 2 * x + 4 / 3 * (x * x) + 1 / 3 * (x * x * x)) + 2 / 3 * (x * x)
  have hd : ∀ x, HasDerivAt f
      (x / 3 * (4 - Real.exp (-2 * x) * (4 + 5 * x + 2 * x ^ 2))) x := by
    intro x
    have hx := hasDerivAt_id' x
    have hx2 := hx.fun_mul hx
    have hx3 := hx2.fun_mul hx
    have he := (hx.const_mul (-2 : ℝ)).exp
    have hp := (((hx.const_mul (2 : ℝ)).const_add 1).fun_add
      (hx2.const_mul (4 / 3 : ℝ))).fun_add (hx3.const_mul (1 / 3 : ℝ))
    exact ((he.fun_mul hp).fun_add (hx2.const_mul (2 / 3 : ℝ))).congr_deriv (by ring)
  have hmono : StrictMonoOn f (Set.Ici 0) := by
    refine strictMonoOn_of_deriv_pos (convex_Ici 0)
      (fun x _ => (hd x).continuousAt.continuousWithinAt) ?_
    intro x hx
    rw [interior_Ici] at hx
    have hx0 : 0 < x := hx
    rw [(hd x).deriv]
    have hq := Real.quadratic_le_exp_of_nonneg (show 0 ≤ 2 * x by linarith)
    have hE : Real.exp (-2 * x) * Real.exp (2 * x) = 1 := by
      rw [← Real.exp_add, show -2 * x + 2 * x = 0 by ring, Real.exp_zero]
    have hlt := mul_lt_mul_of_pos_left
      (show 4 + 5 * x + 2 * x ^ 2 < 4 * Real.exp (2 * x) by nlinarith [pow_pos hx0 2])
      (Real.exp_pos (-2 * x))
    exact mul_pos (by linarith) (by linarith)
  have hf := hmono (Set.mem_Ici.mpr le_rfl) (Set.mem_Ici.mpr hR.le) hR
  have hf0 : f 0 = 1 := by simp [f]
  rw [hf0] at hf
  have hk : resonance R - coulomb R * overlap R = Real.exp (-R) / R * (f R - 1) := by
    simp only [resonance, coulomb, overlap, f]
    generalize Real.exp (-2 * R) = w
    generalize Real.exp (-R) = e
    field_simp
    ring
  rw [gap_formula hR, hk]
  have h2 : 0 < f R - 1 := by linarith
  have h3 : 0 < 1 - overlap R ^ 2 := by nlinarith
  positivity
```

## The transition dipole

With the coefficients above,

d = N_g (−R/2) N_u + N_g (R/2)(−N_u) = −R N_g N_u,

so that

d² = R² / [2(1 + S) · 2(1 − S)] = R²/(4(1 − S²)).

The steps `hg` and `hu` square the two normalisation factors.

```lean
/-- The squared transition dipole equals `R² / (4 (1 - S²))`. -/
theorem transitionDipole_sq {R : ℝ} (hR : 0 < R) :
    transitionDipole R ^ 2 = R ^ 2 / (4 * (1 - overlap R ^ 2)) := by
  obtain ⟨h0, h1⟩ := overlap_bounds hR
  have hg : (√(2 * (1 + overlap R)))⁻¹ ^ 2 = (2 * (1 + overlap R))⁻¹ := by
    rw [inv_pow, Real.sq_sqrt (by linarith)]
  have hu : (√(2 * (1 - overlap R)))⁻¹ ^ 2 = (2 * (1 - overlap R))⁻¹ := by
    rw [inv_pow, Real.sq_sqrt (by linarith)]
  have h : transitionDipole R ^ 2 = R ^ 2 *
      ((√(2 * (1 + overlap R)))⁻¹ ^ 2 * (√(2 * (1 - overlap R)))⁻¹ ^ 2) := by
    unfold transitionDipole gerade ungerade positionMatrix
    rw [matrix_element]
    ring
  rw [h, hg, hu, show 4 * (1 - overlap R ^ 2)
    = (2 * (1 + overlap R)) * (2 * (1 - overlap R)) by ring, div_eq_mul_inv, ← mul_inv]
```

The opposite limit, R → 0, shows how the model behaves near the united atom. Expansion in small R gives 1 − S² ≈ R²/3 and k − jS ≈ R²/3, hence D → 2, d² → 3/4 and α → 3/4. The odd combination, although its two orbitals merge, tends after normalisation to a p-like function. These small-R values rest on the series alone and have no theorem in the file.

## Large separation

Multiplying the gap by exp(R)/R gives

D exp(R)/R = 2 [1 + 1/R − (1 − exp(−2R)(1 + R)) (1/R² + 1/R + 1/3)] / (1 − S²).

As R → ∞, the terms in 1/R, the exponentials and S all vanish, which leaves

2 (1 − 1/3) = 4/3.

For the polarizability, the formula for d² gives

α exp(−R)/R = [1/(2(1 − S²))] · [D exp(R)/R]⁻¹ → (1/2)(3/4) = 3/8.

In the theorem, `Tendsto … atTop (𝓝 (4 / 3))` says that the scaled gap approaches 4/3 as R grows without bound, and the second part reads in the same way. The proof assembles the first limit from those of Rⁿ exp(−R) for n = 0, 1, 2 and of 1/R. The formulas for D and d² are proved for R > 0, so `filter_upwards` restricts the comparison to positive R, which is sufficient for a limit at infinity. The second limit combines the first with `tden`, the limit of 1 − S².

```lean
/-- At large distance the gap behaves as `(4/3) R exp(-R)` and the two-state
polarizability as `(3/8) R exp(R)`. -/
theorem long_range_asymptotics :
    Tendsto (fun R => gap R * Real.exp R / R) atTop (𝓝 (4 / 3)) ∧
    Tendsto (fun R => polarizability R * Real.exp (-R) / R) atTop (𝓝 (3 / 8)) := by
  have t0 := Real.tendsto_pow_mul_exp_neg_atTop_nhds_zero 0
  have t1 := Real.tendsto_pow_mul_exp_neg_atTop_nhds_zero 1
  have t2 := Real.tendsto_pow_mul_exp_neg_atTop_nhds_zero 2
  have ti : Tendsto (fun R : ℝ => R⁻¹) atTop (𝓝 0) := tendsto_inv_atTop_zero
  have tS : Tendsto overlap atTop (𝓝 0) := by
    have h : Tendsto overlap atTop (𝓝 (0 + 0 + 0 / 3)) :=
      ((t0.add t1).add (t2.div_const 3)).congr (fun R => by simp only [overlap]; ring)
    simpa using h
  have tden := (tS.pow 2).const_sub 1
  -- the scaled gap, written through 1/R and exponentially small terms
  have hgap : Tendsto (fun R => gap R * Real.exp R / R) atTop (𝓝 (4 / 3)) := by
    have hl := (((ti.add_const 1).sub (((t0.mul (t1.add t0)).const_sub 1).mul
      (((ti.mul ti).add ti).add_const (1 / 3)))).const_mul 2).div tden (by norm_num)
    have hv : (2 * ((0 + 1) - (1 - 0 * (0 + 0)) * (0 * 0 + 0 + 1 / 3)) / (1 - 0 ^ 2) : ℝ)
        = 4 / 3 := by norm_num
    rw [hv] at hl
    refine hl.congr' ?_
    filter_upwards [eventually_gt_atTop (0 : ℝ)] with R hR
    have h2e : Real.exp (-2 * R) = Real.exp (-R) * Real.exp (-R) := by
      rw [← Real.exp_add]
      congr 1
      ring
    have hE : Real.exp R = (Real.exp (-R))⁻¹ := by rw [Real.exp_neg, inv_inv]
    have he := (Real.exp_pos (-R)).ne'
    rw [gap_formula hR, show 2 * (resonance R - coulomb R * overlap R) / (1 - overlap R ^ 2)
      * Real.exp R / R = (2 * (resonance R - coulomb R * overlap R) * Real.exp R / R)
      / (1 - overlap R ^ 2) by ring]
    simp only [Pi.div_apply]
    congr 1
    simp only [resonance, coulomb, overlap, h2e]
    rw [hE]
    generalize Real.exp (-R) = e at he ⊢
    field_simp
  refine ⟨hgap, ?_⟩
  -- the polarizability is twice the squared dipole divided by the gap
  have hl := ((tden.const_mul 2).inv₀ (by norm_num)).mul (hgap.inv₀ (by norm_num))
  have hv : ((2 * (1 - 0 ^ 2))⁻¹ * (4 / 3)⁻¹ : ℝ) = 3 / 8 := by norm_num
  rw [hv] at hl
  refine hl.congr' ?_
  filter_upwards [eventually_gt_atTop (0 : ℝ)] with R hR
  obtain ⟨h0, h1⟩ := overlap_bounds hR
  have hs : 1 - overlap R ^ 2 ≠ 0 := by
    have : 0 < 1 - overlap R ^ 2 := by nlinarith
    exact this.ne'
  have hD := (gap_pos hR).ne'
  have hE := (Real.exp_pos R).ne'
  rw [polarizability, transitionDipole_sq hR, Real.exp_neg]
  generalize 1 - overlap R ^ 2 = s at hs ⊢
  generalize gap R = D at hD ⊢
  generalize Real.exp R = E at hE ⊢
  field_simp
  ring

end

end HydrogenMolecularIonLCAO
```

Within this two-orbital model with a fixed exponent, the polarizability grows exponentially on stretching because the two states become nearly degenerate while the dipole between them grows as R/2. Linear response in the model then requires a field F with F|d| much smaller than D, a range that shrinks rapidly with R. The constants 4/3 and 3/8 belong to the model: the theorems do not treat the exact electronic states of H₂⁺, higher excited states or the response perpendicular to the bond.

```lean
#print axioms HydrogenMolecularIonLCAO.orbitals_secular
#print axioms HydrogenMolecularIonLCAO.orbitals_orthonormal
#print axioms HydrogenMolecularIonLCAO.long_range_asymptotics
```

```
'HydrogenMolecularIonLCAO.orbitals_secular' depends on axioms: [propext, Classical.choice, Quot.sound]
'HydrogenMolecularIonLCAO.orbitals_orthonormal' depends on axioms: [propext, Classical.choice, Quot.sound]
'HydrogenMolecularIonLCAO.long_range_asymptotics' depends on axioms: [propext, Classical.choice, Quot.sound]
```
